# A bounded local kernel adds no 1/R term to the charge-transfer shift of two exponential orbitals

The exchange-correlation kernel is taken here to be local: a function $f_R(x)$ that acts at a single point and may change with the donor-acceptor distance $R$. One constant $F$ bounds it, $|f_R(x)|\le F$ for every $R$ and $x$. Physically, the response of the exchange-correlation potential per unit change of density stays below one finite bound, in the density tails and at every separation of the fragments. Kernels that diverge at low density are excluded, among them the local-density exchange kernel in three dimensions, which goes as $n^{-2/3}$ in the density $n$. The theorems do not cover that kernel, but it gives no $1/R$ term either: $n$ is at least the squared occupied donor orbital, so for exponentially decaying orbitals its matrix element still decays exponentially with $R$.

In linear-response TDDFT, a charge-transfer excitation should feel the electron-hole attraction $-1/R$. In this one-dimensional model with one donor and one acceptor orbital, a bounded local kernel contributes nothing to that tail, and a fraction $c$ of exact exchange contributes $-c/R$.

## Orbitals, kernel element and shift

```lean
import Mathlib

open MeasureTheory Filter Topology Set

namespace ChargeTransferTDDFT

noncomputable section
```

This loads the mathematical library Mathlib and opens a namespace for the names that follow.

```lean
/-- The exponential orbital on the line centred at `a`. -/
def orbital (a x : ℝ) : ℝ := Real.exp (-|x - a|)
```

A `def` introduces an object. This one is $\phi_a(x)=e^{-|x-a|}$, with `ℝ` the real numbers and lengths measured in units of the orbital's decay length. The donor is $\phi_0$ and the acceptor $\phi_R$. Their overlap is $(1+R)e^{-R}$ for $R\ge0$, so in this model they are not exactly orthogonal, as Kohn-Sham orbitals would be.

```lean
/-- The product of the squared donor orbital at `0` and the squared acceptor orbital at `R`. -/
def pairDensity (R x : ℝ) : ℝ := orbital 0 x ^ 2 * orbital R x ^ 2
```

This is $P_R(x)=\phi_0(x)^2\phi_R(x)^2$.

```lean
/-- The matrix element of a local kernel `f` for the donor-acceptor excitation. -/
def kernelElement (f : ℝ → ℝ) (R : ℝ) : ℝ := ∫ x, f x * pairDensity R x
```

For a local kernel, the exchange-correlation coupling of the donor-acceptor transition to itself is a single integral, $K(R)=\int f_R(x)P_R(x)\,dx$. In Lean it is `kernelElement (f R) R`.

```lean
/-- The shift `2K - cJ` for kernel element `K`, attraction `J` and exact-exchange fraction `c`. -/
def excitationShift (c K J : ℝ) : ℝ := 2 * K - c * J
```

In the Tamm-Dancoff approximation, which leaves out de-excitations, the shift $2K-cJ$ is added to the orbital-energy difference for a singlet excitation. Here $J$ is the donor-acceptor attraction and $c$ the exact-exchange fraction, which Lean allows to be any real number. The orbital energies, the Hartree part of the coupling and the mixing with other transitions are not modelled.

```lean
/-- The soft-Coulomb attraction between the donor density and the acceptor density. -/
def attraction (R : ℝ) : ℝ :=
  ∫ p : ℝ × ℝ, orbital 0 p.1 ^ 2 * orbital R p.2 ^ 2 / √(1 + (p.1 - p.2) ^ 2)
    ∂((volume : Measure ℝ).prod (volume : Measure ℝ))
```

This is a concrete attraction between the two densities,
$$J(R)=\iint\frac{\phi_0(x)^2\,\phi_R(y)^2}{\sqrt{1+(x-y)^2}}\,dx\,dy .$$
The softening removes the singularity at $x=y$, which would make the integral diverge in one dimension. The pair `p` holds $(x,y)$.

## The overlap of the squared orbitals

```lean
/-- Each orbital is normalised. -/
theorem orbital_normalized (a : ℝ) : ∫ x, orbital a x ^ 2 = 1 := by
  have h : ∀ x, orbital a x ^ 2 = Real.exp (-2 * |x - a|) := fun x => by
    rw [orbital, sq, ← Real.exp_add]
    congr 1
    ring
  simp_rw [h]
  have h1 := integral_sub_right_eq_self (μ := volume) (fun x : ℝ => Real.exp (-2 * |x|)) a
  have h2 := integral_comp_abs (f := fun x : ℝ => Real.exp (-2 * x))
  have h3 := integral_exp_mul_Ioi (a := -2) (by norm_num) 0
  rw [mul_zero, Real.exp_zero] at h3
  refine h1.trans (h2.trans ?_)
  rw [h3]
  norm_num
```

A `theorem` gives its hypotheses, then a colon, the statement, and after `:=` the proof. By hand,
$$\int e^{-2|x-a|}dx=2\int_0^\infty e^{-2x}dx=1 .$$
In the proof, `h` rewrites the square as one exponential, `h1` shifts the centre to zero, `h2` folds the line in half and `h3` evaluates the half-line integral.

```lean
/-- The donor orbital is integrable. -/
theorem orbital_integrable : Integrable (orbital 0) := by
  by_contra h
  have h0 := integral_undef h
  have h1 : ∫ x, orbital 0 x = 2 * ∫ x in Ioi (0 : ℝ), Real.exp (-x) := by
    simp only [orbital, sub_zero]
    exact integral_comp_abs (f := fun x : ℝ => Real.exp (-x))
  rw [h1, integral_exp_neg_Ioi] at h0
  norm_num at h0
```

The donor orbital itself has the finite integral $2\int_0^\infty e^{-x}dx=2$. Lean assigns the value 0 to the integral of a non-integrable function, so the proof supposes non-integrability and contradicts it with the value 2.

```lean
/-- For `R ≥ 0` the product of the squared orbitals is integrable, with integral `(R + 1/2)
exp(-2R)`. -/
theorem integral_pairDensity {R : ℝ} (hR : 0 ≤ R) :
    Integrable (pairDensity R) ∧ ∫ x, pairDensity R x = (R + 1 / 2) * Real.exp (-2 * R) := by
  have hi : Integrable (pairDensity R) := by
    refine orbital_integrable.mono' (Continuous.aestronglyMeasurable ?_) (ae_of_all _ fun x => ?_)
    · unfold pairDensity orbital
      fun_prop
    · have h (a : ℝ) : 0 < orbital a x ∧ orbital a x ≤ 1 :=
        ⟨Real.exp_pos _, Real.exp_le_one_iff.2 (neg_nonpos.2 (abs_nonneg _))⟩
      have h1 : orbital R x ^ 2 ≤ 1 := pow_le_one₀ (h R).1.le (h R).2
      have h2 : orbital 0 x ^ 2 ≤ orbital 0 x := by nlinarith [(h 0).1, (h 0).2]
      rw [Real.norm_eq_abs, pairDensity, abs_of_nonneg (by positivity)]
      nlinarith [sq_nonneg (orbital 0 x)]
  refine ⟨hi, ?_⟩
  -- left of the donor
  have h1 : ∫ x in Iic 0, pairDensity R x = Real.exp (-2 * R) / 4 := by
    have e : ∫ x in Iic 0, pairDensity R x
        = ∫ x in Iic 0, Real.exp (-2 * R) * Real.exp (4 * x) := by
      refine setIntegral_congr_fun measurableSet_Iic fun x hx => ?_
      have hx0 : x ≤ 0 := hx
      have a2 : |x - R| = -(x - R) := abs_of_nonpos (by linarith)
      simp only [pairDensity, orbital, sub_zero, abs_of_nonpos hx0, a2,
        ← Real.exp_nat_mul, ← Real.exp_add]
      congr 1
      push_cast
      ring
    rw [e, integral_const_mul, integral_exp_mul_Iic (by norm_num), mul_zero, Real.exp_zero]
    ring
  -- between donor and acceptor
  have h2 : ∫ x in Ioc 0 R, pairDensity R x = R * Real.exp (-2 * R) := by
    have e : ∫ x in Ioc 0 R, pairDensity R x = ∫ _x in Ioc 0 R, Real.exp (-2 * R) := by
      refine setIntegral_congr_fun measurableSet_Ioc fun x hx => ?_
      have a2 : |x - R| = -(x - R) := abs_of_nonpos (by linarith [hx.2])
      simp only [pairDensity, orbital, sub_zero, abs_of_pos hx.1, a2,
        ← Real.exp_nat_mul, ← Real.exp_add]
      congr 1
      push_cast
      ring
    rw [e, setIntegral_const, Real.volume_real_Ioc_of_le hR, sub_zero, smul_eq_mul]
  -- right of the acceptor
  have h3 : ∫ x in Ioi R, pairDensity R x = Real.exp (-2 * R) / 4 := by
    have e : ∫ x in Ioi R, pairDensity R x
        = ∫ x in Ioi R, Real.exp (2 * R) * Real.exp (-4 * x) := by
      refine setIntegral_congr_fun measurableSet_Ioi fun x hx => ?_
      have hxR : R < x := hx
      have a1 : |x| = x := abs_of_nonneg (by linarith)
      have a2 : |x - R| = x - R := abs_of_pos (by linarith)
      simp only [pairDensity, orbital, sub_zero, a1, a2, ← Real.exp_nat_mul, ← Real.exp_add]
      congr 1
      push_cast
      ring
    have e2 : Real.exp (2 * R) * Real.exp (-4 * R) = Real.exp (-2 * R) := by
      rw [← Real.exp_add]
      congr 1
      ring
    rw [e, integral_const_mul, integral_exp_mul_Ioi (by norm_num)]
    linear_combination (1 / 4) * e2
  have hd : Disjoint (Ioc 0 R) (Ioi R) :=
    Set.disjoint_left.2 fun x hx hx' => not_lt_of_ge hx.2 hx'
  rw [← integral_add_compl measurableSet_Iic hi, compl_Iic, ← Ioc_union_Ioi_eq_Ioi hR,
    setIntegral_union hd measurableSet_Ioi hi.integrableOn hi.integrableOn, h1, h2, h3]
  ring
```

For $R\ge0$, $P_R$ is integrable and $\int P_R=(R+\tfrac12)e^{-2R}$. The symbol `∧` means "and". Since $P_R(x)=e^{-2|x|-2|x-R|}$, the line splits into three parts:

- For $x\le0$ the exponent is $4x-2R$, and the integral is $e^{-2R}/4$.
- For $0<x\le R$ the exponent is the constant $-2R$, and the integral is $Re^{-2R}$.
- For $x>R$ the exponent is $2R-4x$, and the integral is $e^{2R}e^{-4R}/4=e^{-2R}/4$.

These are `h1`, `h2` and `h3`, and the last lines add them. Integrability, `hi`, comes first: both orbitals lie between 0 and 1, so $P_R\le\phi_0$.

## Exponential decay of the kernel element

```lean
/-- For `R ≥ 0` and a measurable kernel bounded by `F`, the matrix element is a convergent integral
of size at most `F (R + 1/2) exp(-2R)`. -/
theorem kernelElement_bound {f : ℝ → ℝ} {F R : ℝ} (hR : 0 ≤ R) (hf : Measurable f)
    (hF : ∀ x, |f x| ≤ F) :
    Integrable (fun x => f x * pairDensity R x) ∧
      |kernelElement f R| ≤ F * (R + 1 / 2) * Real.exp (-2 * R) := by
  obtain ⟨hi, hv⟩ := integral_pairDensity hR
  have hb : ∀ x, ‖f x * pairDensity R x‖ ≤ F * pairDensity R x := fun x => by
    have hp : 0 ≤ pairDensity R x := by unfold pairDensity; positivity
    rw [Real.norm_eq_abs, abs_mul, abs_of_nonneg hp]
    exact mul_le_mul_of_nonneg_right (hF x) hp
  refine ⟨(hi.const_mul F).mono' (hf.aestronglyMeasurable.mul hi.aestronglyMeasurable)
    (ae_of_all _ hb), ?_⟩
  have h := norm_integral_le_of_norm_le (hi.const_mul F) (ae_of_all _ hb)
  rw [integral_const_mul, hv, ← mul_assoc] at h
  exact h
```

For $R\ge0$ and a measurable kernel with $|f|\le F$, the integral defining $K$ converges, and
$$|K(R)|\le\int|f|\,P_R\,dx\le F\int P_R\,dx=F\left(R+\tfrac12\right)e^{-2R}.$$
The pointwise estimate is `hb`. It gives integrability by comparison, which is where measurability enters, and then the bound on the integral.

```lean
/-- For `R ≥ 0` a constant kernel `F` has matrix element exactly `F (R + 1/2) exp(-2R)`. -/
theorem kernelElement_const (F : ℝ) {R : ℝ} (hR : 0 ≤ R) :
    kernelElement (fun _ => F) R = F * (R + 1 / 2) * Real.exp (-2 * R) := by
  rw [kernelElement, integral_const_mul, (integral_pairDensity hR).2, mul_assoc]
```

A constant kernel comes out of the integral, so $K(R)=F(R+\tfrac12)e^{-2R}$ exactly. For $F\ge0$ the bound is therefore attained.

```lean
/-- A function obeying the overlap bound vanishes faster than any inverse power of distance. -/
theorem tendsto_pow_mul_of_bound {K : ℝ → ℝ} {F : ℝ}
    (hK : ∀ R, 0 ≤ R → |K R| ≤ F * (R + 1 / 2) * Real.exp (-2 * R)) (n : ℕ) :
    Tendsto (fun R => R ^ n * K R) atTop (𝓝 0) := by
  have t := Real.tendsto_pow_mul_exp_neg_atTop_nhds_zero
  have h := (((t (n + 1)).add ((t n).const_mul (1 / 2))).const_mul F).mul (t 0)
  simp only [mul_zero, add_zero] at h
  refine squeeze_zero_norm' ?_ h
  filter_upwards [eventually_ge_atTop 0] with R hR
  have e : Real.exp (-2 * R) = Real.exp (-R) * Real.exp (-R) := by
    rw [← Real.exp_add]
    congr 1
    ring
  rw [Real.norm_eq_abs, abs_mul, abs_of_nonneg (pow_nonneg hR n)]
  refine (mul_le_mul_of_nonneg_left (hK R hR) (pow_nonneg hR n)).trans (le_of_eq ?_)
  rw [e]
  ring
```

`Tendsto g atTop (𝓝 0)` says that $g(R)\to0$ as $R\to\infty$. For any function $K$ obeying the bound and any natural number $n$,
$$|R^nK(R)|\le F\left(R^{n+1}+\tfrac12R^n\right)e^{-2R}\to0 .$$
Mathlib supplies $R^ne^{-R}\to0$, so the proof writes $e^{-2R}=e^{-R}e^{-R}$ and squeezes.

## The limit of the shift

```lean
/-- For uniformly bounded measurable local kernels and an attraction with `R J(R) → 1`, the matrix
elements at `R ≥ 0` are convergent integrals and `R` times the excitation shift tends to `-c`. -/
theorem excitationShift_tendsto {f : ℝ → ℝ → ℝ} {J : ℝ → ℝ} {F : ℝ} (c : ℝ)
    (hf : ∀ R, Measurable (f R)) (hF : ∀ R x, |f R x| ≤ F)
    (hJ : Tendsto (fun R => R * J R) atTop (𝓝 1)) :
    (∀ R, 0 ≤ R → Integrable (fun x => f R x * pairDensity R x)) ∧
      Tendsto (fun R => R * excitationShift c (kernelElement (f R) R) (J R)) atTop (𝓝 (-c)) := by
  have hb := fun R (hR : 0 ≤ R) => kernelElement_bound hR (hf R) (hF R)
  refine ⟨fun R hR => (hb R hR).1, ?_⟩
  have hK := tendsto_pow_mul_of_bound (K := fun R => kernelElement (f R) R)
    (fun R hR => (hb R hR).2) 1
  have h := (hK.const_mul 2).sub (hJ.const_mul c)
  rw [mul_zero, mul_one, zero_sub] at h
  refine h.congr fun R => ?_
  rw [excitationShift]
  ring
```

The hypotheses are `hf`, that each $f_R$ is measurable; `hF`, the common bound; and `hJ`, that $RJ(R)\to1$. The last says that distant opposite unit charges attract as $1/R$, with energy measured in units of the Coulomb energy of two unit charges one decay length apart. The conclusions are that the kernel integrals converge for $R\ge0$ and that
$$R\,(2K-cJ)=2\,RK-c\,RJ\;\to\;2\cdot0-c\cdot1=-c .$$
The first limit is the preceding theorem with $n=1$, named `hK`. The two are combined in `h`, and `ring` checks the algebra. With $c=0$, where the bounded local kernel is the only contribution, the shift has no $1/R$ tail at all.

## An attraction that satisfies the hypothesis

```lean
/-- The distance `R` is at most the softened distance `√(1 + (s - R)²)` times `1 + |s|`. -/
theorem le_softened (s R : ℝ) : R ≤ √(1 + (s - R) ^ 2) * (1 + |s|) := by
  have h1 : 1 ≤ √(1 + (s - R) ^ 2) :=
    (Real.le_sqrt' one_pos).2 (by nlinarith [sq_nonneg (s - R)])
  have h2 : |s - R| ≤ √(1 + (s - R) ^ 2) := Real.abs_le_sqrt (by linarith)
  nlinarith [mul_nonneg (sub_nonneg.2 h1) (abs_nonneg s), neg_abs_le (s - R), le_abs_self s]
```

The remaining theorems show that the soft-Coulomb $J$ meets `hJ`. Write $q=\sqrt{1+(s-R)^2}$. Then $q\ge1$ and $q\ge|s-R|$, so
$$R\le|s-R|+|s|\le q+q|s|=q(1+|s|).$$
The two lower bounds on $q$ are `h1` and `h2`, and `nlinarith` combines them.

```lean
/-- At large `R` the ratio of `R` to the softened distance `√(1 + (s - R)²)` tends to one. -/
theorem tendsto_softened (s : ℝ) :
    Tendsto (fun R => R / √(1 + (s - R) ^ 2)) atTop (𝓝 1) := by
  rw [tendsto_iff_norm_sub_tendsto_zero]
  have hlim : Tendsto (fun R : ℝ => (1 + |s|) ^ 2 / R) atTop (𝓝 0) :=
    tendsto_const_nhds.div_atTop tendsto_id
  refine squeeze_zero' (Eventually.of_forall fun _ => norm_nonneg _) ?_ hlim
  filter_upwards [eventually_gt_atTop 0] with R hR
  have hq : 0 < √(1 + (s - R) ^ 2) := Real.sqrt_pos.2 (by positivity)
  have h1 : |s - R| ≤ √(1 + (s - R) ^ 2) := Real.abs_le_sqrt (by linarith)
  have h2 : √(1 + (s - R) ^ 2) ≤ 1 + |s - R| :=
    Real.sqrt_le_iff.2 ⟨by positivity, by nlinarith [sq_abs (s - R), abs_nonneg (s - R)]⟩
  have h3 : |s - R| ≤ |s| + R :=
    abs_le.2 ⟨by linarith [neg_abs_le s], by linarith [le_abs_self s]⟩
  have hd : |R - √(1 + (s - R) ^ 2)| ≤ 1 + |s| :=
    abs_le.2 ⟨by linarith, by linarith [neg_abs_le (s - R), le_abs_self s]⟩
  rw [Real.norm_eq_abs, div_sub_one hq.ne', abs_div, abs_of_pos hq, div_le_div_iff₀ hq hR]
  calc _ ≤ (1 + |s|) * (√(1 + (s - R) ^ 2) * (1 + |s|)) :=
        mul_le_mul hd (le_softened s R) hR.le (by positivity)
    _ = _ := by ring
```

For fixed $s$, $R/q\to1$. From $|s-R|\le q\le1+|s-R|$ it follows for $R>0$ that $|R-q|\le1+|s|$, which is `hd`. The previous theorem gives $1/q\le(1+|s|)/R$, hence
$$\left|\frac Rq-1\right|=\frac{|R-q|}{q}\le\frac{(1+|s|)^2}{R}\to0 .$$

```lean
/-- The soft-Coulomb attraction of the donor and acceptor densities satisfies `R J(R) → 1`. -/
theorem attraction_witness : Tendsto (fun R => R * attraction R) atTop (𝓝 1) := by
  -- move the acceptor coordinate to its own centre
  have hs : ∀ R, R * attraction R = ∫ p : ℝ × ℝ, R * (orbital 0 p.1 ^ 2 * orbital 0 p.2 ^ 2 /
      √(1 + (p.1 - p.2 - R) ^ 2)) ∂((volume : Measure ℝ).prod (volume : Measure ℝ)) := by
    intro R
    rw [integral_const_mul, attraction, ← integral_add_right_eq_self _ ((0, R) : ℝ × ℝ)]
    congr 1
    refine integral_congr_ae (ae_of_all _ fun p => ?_)
    simp only [orbital, Prod.fst_add, Prod.snd_add, add_zero, add_sub_cancel_right, sub_zero,
      sub_add_eq_sub_sub]
  have hn : ∫ p : ℝ × ℝ, orbital 0 p.1 ^ 2 * orbital 0 p.2 ^ 2
      ∂((volume : Measure ℝ).prod (volume : Measure ℝ)) = 1 := by
    rw [integral_prod_mul (fun x => orbital 0 x ^ 2) (fun x => orbital 0 x ^ 2),
      orbital_normalized, mul_one]
  rw [← hn]
  simp_rw [hs]
  have hc : Continuous (orbital 0) := by unfold orbital; fun_prop
  refine tendsto_integral_filter_of_dominated_convergence
    (fun p : ℝ × ℝ => orbital 0 p.1 * orbital 0 p.2) ?_ ?_
    (orbital_integrable.mul_prod orbital_integrable) ?_
  · refine Eventually.of_forall fun R => Continuous.aestronglyMeasurable ?_
    refine continuous_const.mul (Continuous.div (by fun_prop) (by fun_prop) fun p => ?_)
    exact (Real.sqrt_pos.2 (by positivity)).ne'
  · filter_upwards [eventually_ge_atTop 0] with R hR
    refine ae_of_all _ fun p => ?_
    have hq : 0 < √(1 + (p.1 - p.2 - R) ^ 2) := Real.sqrt_pos.2 (by positivity)
    have hA : 0 < orbital 0 p.1 * orbital 0 p.2 := mul_pos (Real.exp_pos _) (Real.exp_pos _)
    -- the exponential tails absorb the linear growth
    have hE : orbital 0 p.1 * orbital 0 p.2 * Real.exp (|p.1| + |p.2|) = 1 := by
      simp only [orbital, sub_zero, ← Real.exp_add]
      rw [Real.exp_eq_one_iff]
      ring
    have ht : |p.1 - p.2| ≤ |p.1| + |p.2| :=
      abs_le.2 ⟨by linarith [neg_abs_le p.1, le_abs_self p.2],
        by linarith [le_abs_self p.1, neg_abs_le p.2]⟩
    have h1 : 1 + |p.1 - p.2| ≤ Real.exp (|p.1| + |p.2|) := by
      linarith [Real.add_one_le_exp (|p.1| + |p.2|)]
    have h2 : R ≤ √(1 + (p.1 - p.2 - R) ^ 2) * Real.exp (|p.1| + |p.2|) :=
      (le_softened (p.1 - p.2) R).trans (mul_le_mul_of_nonneg_left h1 hq.le)
    rw [Real.norm_eq_abs, abs_of_nonneg (by positivity), ← mul_div_assoc, div_le_iff₀ hq]
    calc _ = R * (orbital 0 p.1 * orbital 0 p.2) ^ 2 := by ring
      _ ≤ √(1 + (p.1 - p.2 - R) ^ 2) * Real.exp (|p.1| + |p.2|) *
          (orbital 0 p.1 * orbital 0 p.2) ^ 2 := mul_le_mul_of_nonneg_right h2 (sq_nonneg _)
      _ = _ := by
        linear_combination (√(1 + (p.1 - p.2 - R) ^ 2) * (orbital 0 p.1 * orbital 0 p.2)) * hE
  · refine ae_of_all _ fun p => ?_
    have h := (tendsto_softened (p.1 - p.2)).const_mul (orbital 0 p.1 ^ 2 * orbital 0 p.2 ^ 2)
    rw [mul_one] at h
    exact h.congr fun R => by ring

end

end ChargeTransferTDDFT
```

Replacing $y$ by $y+R$ centres both densities at zero, which is `hs`:
$$RJ(R)=\iint\phi_0(x)^2\phi_0(y)^2\,\frac{R}{\sqrt{1+(x-y-R)^2}}\,dx\,dy .$$
With $s=x-y$, the fraction tends to 1 at each point, and the remaining integral is 1 by normalisation (`hn`). To take the limit inside, dominated convergence needs an integrable bound that is independent of $R$. For $R\ge0$ the fraction is at most
$$1+|x-y|\le1+|x|+|y|\le e^{|x|+|y|},$$
so the integrand is at most $e^{-2|x|-2|y|}e^{|x|+|y|}=\phi_0(x)\phi_0(y)$, which is integrable. The three bulleted blocks at the end of the proof check measurability, this bound and the pointwise limit. `attraction` can therefore be used as `J` in `excitationShift_tendsto`.

```lean
#print axioms ChargeTransferTDDFT.kernelElement_const
#print axioms ChargeTransferTDDFT.excitationShift_tendsto
```

```
'ChargeTransferTDDFT.kernelElement_const' depends on axioms: [propext, Classical.choice, Quot.sound]
'ChargeTransferTDDFT.excitationShift_tendsto' depends on axioms: [propext, Classical.choice, Quot.sound]
```
